# The axial Neumann expansion of 1/(ξ − x) and its exact remainder

The Legendre polynomials Pₙ are defined for real x by P₀(x) = 1, P₁(x) = x and Bonnet's recurrence

(n+2) Pₙ₊₂(x) = (2n+3) x Pₙ₊₁(x) − (n+1) Pₙ(x), n = 0, 1, 2, …

The functions of the second kind are defined by Neumann's integral

Qₗ(ξ) = ½ ∫₋₁¹ Pₗ(η)/(ξ−η) dη.

Every theorem about Q assumes ξ > 1, which keeps the denominator positive.

In prolate spheroidal coordinates with foci a distance 2a apart, put one charge on the axis beyond a focus, at distance aξ from the midpoint, and the other between the foci, at the signed distance ax from the midpoint, counted positive towards the first charge. Their inverse distance is 1/(a(ξ−x)). Up to the factor 1/a, the expansion below is therefore the Neumann expansion used for electron repulsion in James–Coolidge calculations, restricted to this axial arrangement; general positions, which bring in associated Legendre functions, are not treated.

```lean
import Mathlib

open MeasureTheory Filter Topology

namespace AxialNeumannExpansion

noncomputable section
```

In Lean, `P n x` and `Q l ξ` are real numbers and the degrees are natural numbers. The recurrence is solved for its highest term.

```lean
/-- The Legendre polynomials, generated by Bonnet's recurrence from `1` and `x`. -/
def P : ℕ → ℝ → ℝ
  | 0 => fun _ => 1
  | 1 => fun x => x
  | n + 2 => fun x => ((2 * (n : ℝ) + 3) * x * P (n + 1) x - ((n : ℝ) + 1) * P n x) / ((n : ℝ) + 2)
```

The interval integral carries the factor ½ explicitly.

```lean
/-- The Legendre function of the second kind as Neumann's integral, for `ξ > 1`. -/
def Q (l : ℕ) (ξ : ℝ) : ℝ := (1 / 2) * ∫ η in (-1 : ℝ)..1, P l η / (ξ - η)
```

Multiplying by n+2, which is never zero, restores the usual form of the recurrence.

```lean
/-- Bonnet's recurrence for the Legendre polynomials, free of denominators. -/
theorem P_bonnet (n : ℕ) (x : ℝ) :
    ((n : ℝ) + 2) * P (n + 2) x = (2 * n + 3) * x * P (n + 1) x - (n + 1) * P n x := by
  have h : (n : ℝ) + 2 ≠ 0 := by positivity
  have e : P (n + 2) x = ((2 * (n : ℝ) + 3) * x * P (n + 1) x - (n + 1) * P n x) / (n + 2) := rfl
  rw [eq_div_iff h] at e
  linarith
```

## Legendre polynomials of positive degree have zero mean

Let s = ±1, so s² = 1. If Pₘ(s) = sᵐ and Pₘ₊₁(s) = sᵐ⁺¹, then

(m+2) Pₘ₊₂(s) = (2m+3) sᵐ⁺² − (m+1) sᵐ = (m+2) sᵐ⁺².

The induction carries two neighbouring degrees, because each step of this three-term recurrence uses the two preceding polynomials.

```lean
/-- At the end points `s = ±1` the Legendre polynomial of degree `n` equals `s ^ n`. -/
theorem P_endpoint {s : ℝ} (hs : s ^ 2 = 1) (n : ℕ) : P n s = s ^ n := by
  have key : ∀ m : ℕ, P m s = s ^ m ∧ P (m + 1) s = s ^ (m + 1) := by
    intro m
    induction m with
    | zero => exact ⟨by simp [P], by simp [P]⟩
    | succ m ih =>
      have hm : (m : ℝ) + 2 ≠ 0 := by positivity
      refine ⟨ih.2, mul_left_cancel₀ hm ?_⟩
      rw [P_bonnet, ih.1, ih.2]
      linear_combination ((m : ℝ) + 1) * s ^ m * hs
  exact (key n).1
```

Two relations between derivatives hold at every m:

(A) P′ₘ₊₁ = x P′ₘ + (m+1) Pₘ
(B) x P′ₘ₊₁ = P′ₘ + (m+1) Pₘ₊₁

At m = 0 they read 1 = 1 and x = x. For the next (A), differentiate Bonnet's recurrence and eliminate P′ₘ with (B):

(m+2) P′ₘ₊₂ = (m+2) x P′ₘ₊₁ + (m+2)² Pₘ₊₁.

For the next (B), multiply the new (A) by x, then use the old (B), the old (A) and Bonnet in turn:

x P′ₘ₊₂ = x² P′ₘ₊₁ + (m+2) x Pₘ₊₁
= x P′ₘ + (2m+3) x Pₘ₊₁
= P′ₘ₊₁ − (m+1) Pₘ + (2m+3) x Pₘ₊₁
= P′ₘ₊₁ + (m+2) Pₘ₊₂.

Subtracting P′ₙ from (B) at n from P′ₙ₊₂ from (A) at n+1 gives

(Pₙ₊₂ − Pₙ)′ = (2n+3) Pₙ₊₁.

Since Pₙ₊₂ and Pₙ agree at both end points ±1, the integral of Pₙ₊₁ over [−1,1] is zero. In the code, `d` and `e` are the two derivatives, and `HasDerivAt` states both differentiability and the value.

```lean
/-- The difference of Legendre polynomials two degrees apart is an antiderivative of the one
between them, up to the factor `2n + 3`. -/
theorem P_hasDerivAt_sub (n : ℕ) (x : ℝ) :
    HasDerivAt (fun y => P (n + 2) y - P n y) ((2 * (n : ℝ) + 3) * P (n + 1) x) x := by
  -- two ladder relations between neighbouring derivatives, by induction
  have key : ∀ m : ℕ, ∃ d e : ℝ, HasDerivAt (P m) d x ∧ HasDerivAt (P (m + 1)) e x ∧
      e = x * d + (m + 1) * P m x ∧ x * e = d + (m + 1) * P (m + 1) x := by
    intro m
    induction m with
    | zero =>
      refine ⟨0, 1, hasDerivAt_const x (1 : ℝ), hasDerivAt_id' x, ?_, ?_⟩ <;> simp [P]
    | succ m ih =>
      obtain ⟨d, e, hd, he, h1, h2⟩ := ih
      have hm : (m : ℝ) + 2 ≠ 0 := by positivity
      have hf : HasDerivAt (P (m + 2)) (x * e + (m + 2) * P (m + 1) x) x := by
        have h := ((((hasDerivAt_id' x).const_mul (2 * (m : ℝ) + 3)).fun_mul he).fun_sub
          (hd.const_mul ((m : ℝ) + 1))).div_const ((m : ℝ) + 2)
        have hv : ((2 * (m : ℝ) + 3) * 1 * P (m + 1) x + (2 * (m : ℝ) + 3) * x * e
            - ((m : ℝ) + 1) * d) / ((m : ℝ) + 2) = x * e + (m + 2) * P (m + 1) x := by
          rw [div_eq_iff hm]
          linear_combination ((m : ℝ) + 1) * h2
        exact HasDerivAt.congr_deriv h hv
      refine ⟨e, _, he, hf, by push_cast; ring, ?_⟩
      have b : ((m : ℝ) + 2) * P (m + 1 + 1) x = _ := P_bonnet m x
      push_cast
      linear_combination x * h2 - h1 - b
  obtain ⟨d, e, hd, he, _, h2⟩ := key n
  obtain ⟨e', f, he', hf, h3, _⟩ := key (n + 1)
  have hee : e' = e := he'.unique he
  subst hee
  push_cast at h3
  exact HasDerivAt.congr_deriv (hf.fun_sub hd) (by linear_combination h3 + h2)
```

## Closed forms and the recurrence for Q

Since −ln(ξ−η) is an antiderivative of 1/(ξ−η),

Q₀(ξ) = ½ [ln(ξ+1) − ln(ξ−1)] = ½ ln((ξ+1)/(ξ−1)).

```lean
/-- For `ξ > 1` the function of order zero is `(1/2) ln((ξ+1)/(ξ-1))`. -/
theorem Q_zero {ξ : ℝ} (hξ : 1 < ξ) : Q 0 ξ = (1 / 2) * Real.log ((ξ + 1) / (ξ - 1)) := by
  have hne : ∀ η ∈ Set.uIcc (-1 : ℝ) 1, ξ - η ≠ 0 := fun η hη => by
    rw [Set.uIcc_of_le (by norm_num)] at hη
    exact (sub_pos.2 (lt_of_le_of_lt hη.2 hξ)).ne'
  have hd : ∀ η ∈ Set.uIcc (-1 : ℝ) 1,
      HasDerivAt (fun y => -Real.log (ξ - y)) (1 / (ξ - η)) η := fun η hη =>
    HasDerivAt.congr_deriv (((hasDerivAt_id' η).const_sub ξ).log (hne η hη)).fun_neg (by ring)
  have hc : ContinuousOn (fun η : ℝ => ξ - η) (Set.uIcc (-1) 1) := by fun_prop
  have hi : IntervalIntegrable (fun η : ℝ => 1 / (ξ - η)) volume (-1) 1 :=
    (continuousOn_const.div hc hne).intervalIntegrable
  have e : ξ - -1 = ξ + 1 := by ring
  change (1 / 2) * (∫ η in (-1 : ℝ)..1, 1 / (ξ - η)) = _
  rw [intervalIntegral.integral_eq_sub_of_hasDerivAt hd hi, e,
    Real.log_div (show (0 : ℝ) < ξ + 1 by linarith).ne' (sub_pos.2 hξ).ne']
  ring
```

Under the integral, η/(ξ−η) = ξ/(ξ−η) − 1. Half the integral of 1 over [−1,1] is 1, so

Q₁(ξ) = ξ Q₀(ξ) − 1.

```lean
/-- For `ξ > 1` the function of order one is `ξ Q₀(ξ) - 1`. -/
theorem Q_one {ξ : ℝ} (hξ : 1 < ξ) : Q 1 ξ = ξ * Q 0 ξ - 1 := by
  have hne : ∀ η ∈ Set.uIcc (-1 : ℝ) 1, ξ - η ≠ 0 := fun η hη => by
    rw [Set.uIcc_of_le (by norm_num)] at hη
    exact (sub_pos.2 (lt_of_le_of_lt hη.2 hξ)).ne'
  have hc : ContinuousOn (fun η : ℝ => ξ - η) (Set.uIcc (-1) 1) := by fun_prop
  have hi : IntervalIntegrable (fun η : ℝ => 1 / (ξ - η)) volume (-1) 1 :=
    (continuousOn_const.div hc hne).intervalIntegrable
  have h : ∫ η in (-1 : ℝ)..1, η / (ξ - η) = ∫ η in (-1 : ℝ)..1, (ξ * (1 / (ξ - η)) - 1) := by
    refine intervalIntegral.integral_congr (fun η hη => ?_)
    have hk := mul_inv_cancel₀ (hne η hη)
    simp only [div_eq_mul_inv]
    linear_combination -hk
  change (1 / 2) * (∫ η in (-1 : ℝ)..1, η / (ξ - η))
    = ξ * ((1 / 2) * ∫ η in (-1 : ℝ)..1, 1 / (ξ - η)) - 1
  rw [h, intervalIntegral.integral_sub (hi.const_mul ξ) intervalIntegrable_const,
    intervalIntegral.integral_const_mul, intervalIntegral.integral_const, smul_eq_mul]
  ring
```

The same splitting turns Bonnet's recurrence for P, divided by ξ−η, into

(n+2) Pₙ₊₂/(ξ−η) = (2n+3) ξ Pₙ₊₁/(ξ−η) − (n+1) Pₙ/(ξ−η) − (2n+3) Pₙ₊₁.

The last term integrates to the endpoint difference of Pₙ₊₂ − Pₙ, which vanishes because (±1)ⁿ⁺² = (±1)ⁿ. What remains is Bonnet's recurrence for Q. In the code, `hz` is the vanishing integral and `h` the integrated identity.

```lean
/-- For `ξ > 1` the functions of the second kind obey Bonnet's recurrence. -/
theorem Q_bonnet {ξ : ℝ} (hξ : 1 < ξ) (n : ℕ) :
    ((n : ℝ) + 2) * Q (n + 2) ξ = (2 * n + 3) * ξ * Q (n + 1) ξ - (n + 1) * Q n ξ := by
  have hne : ∀ η ∈ Set.uIcc (-1 : ℝ) 1, ξ - η ≠ 0 := fun η hη => by
    rw [Set.uIcc_of_le (by norm_num)] at hη
    exact (sub_pos.2 (lt_of_le_of_lt hη.2 hξ)).ne'
  have aux : ∀ (f g : ℝ → ℝ) (a b c : ℝ), Continuous f → Continuous g →
      Continuous fun y => (a * y * g y - b * f y) / c := by
    intro f g a b c hf hg
    fun_prop
  have hP : ∀ m : ℕ, Continuous (P m) ∧ Continuous (P (m + 1)) := by
    intro m
    induction m with
    | zero => exact ⟨(continuous_const : Continuous fun _ : ℝ => (1 : ℝ)),
        (continuous_id : Continuous fun y : ℝ => y)⟩
    | succ m ih => exact ⟨ih.2, aux (P m) (P (m + 1)) (2 * m + 3) (m + 1) (m + 2) ih.1 ih.2⟩
  have hc : ContinuousOn (fun η : ℝ => ξ - η) (Set.uIcc (-1) 1) := by fun_prop
  have hI : ∀ m, IntervalIntegrable (fun η => P m η / (ξ - η)) volume (-1) 1 := fun m =>
    ((hP m).1.continuousOn.div hc hne).intervalIntegrable
  have i3 : IntervalIntegrable (fun η => (2 * (n : ℝ) + 3) * P (n + 1) η) volume (-1) 1 :=
    ((hP n).2.intervalIntegrable _ _).const_mul _
  -- a Legendre polynomial of positive degree has zero mean
  have hz : ∫ η in (-1 : ℝ)..1, (2 * (n : ℝ) + 3) * P (n + 1) η = 0 := by
    rw [intervalIntegral.integral_eq_sub_of_hasDerivAt (fun η _ => P_hasDerivAt_sub n η) i3]
    simp only [P_endpoint (show (1 : ℝ) ^ 2 = 1 by norm_num),
      P_endpoint (show (-1 : ℝ) ^ 2 = 1 by norm_num)]
    ring
  have i1 : IntervalIntegrable (fun η => (2 * (n : ℝ) + 3) * ξ * (P (n + 1) η / (ξ - η)))
      volume (-1) 1 := (hI (n + 1)).const_mul _
  have i2 : IntervalIntegrable (fun η => ((n : ℝ) + 1) * (P n η / (ξ - η))) volume (-1) 1 :=
    (hI n).const_mul _
  have i12 : IntervalIntegrable (fun η => (2 * (n : ℝ) + 3) * ξ * (P (n + 1) η / (ξ - η))
      - ((n : ℝ) + 1) * (P n η / (ξ - η))) volume (-1) 1 := i1.sub i2
  have h : ∫ η in (-1 : ℝ)..1, ((n : ℝ) + 2) * (P (n + 2) η / (ξ - η)) =
      ∫ η in (-1 : ℝ)..1, ((2 * (n : ℝ) + 3) * ξ * (P (n + 1) η / (ξ - η))
        - ((n : ℝ) + 1) * (P n η / (ξ - η)) - (2 * (n : ℝ) + 3) * P (n + 1) η) := by
    refine intervalIntegral.integral_congr (fun η hη => ?_)
    have hk := mul_inv_cancel₀ (hne η hη)
    simp only [div_eq_mul_inv]
    linear_combination (ξ - η)⁻¹ * P_bonnet n η - (2 * (n : ℝ) + 3) * P (n + 1) η * hk
  rw [intervalIntegral.integral_sub i12 i3, intervalIntegral.integral_sub i1 i2, hz] at h
  simp only [intervalIntegral.integral_const_mul] at h
  unfold Q
  linear_combination h / 2
```

## The partial sum telescopes

Write the remainder as

Rₙ = (n+1) [Pₙ(x) Qₙ₊₁(ξ) − Pₙ₊₁(x) Qₙ(ξ)].

The claim, for every real x, is

(ξ−x) Σₗ₌₀ⁿ (2l+1) Pₗ(x) Qₗ(ξ) = 1 + Rₙ.

At n = 0 the right side is 1 + (ξQ₀ − 1) − xQ₀ = (ξ−x)Q₀. Inserting both recurrences into Rₙ₊₁ gives

Rₙ₊₁ = Pₙ₊₁ [(2n+3) ξ Qₙ₊₁ − (n+1) Qₙ] − Qₙ₊₁ [(2n+3) x Pₙ₊₁ − (n+1) Pₙ]
= Rₙ + (2n+3)(ξ−x) Pₙ₊₁ Qₙ₊₁,

which is exactly the contribution of the new term. The final `linear_combination` performs this insertion. `Finset.range (n + 1)` runs over l = 0, …, n.

```lean
/-- The axial Neumann partial sum with its exact remainder, for `ξ > 1` and any real `x`. -/
theorem neumann_partial_sum {ξ : ℝ} (hξ : 1 < ξ) (x : ℝ) (n : ℕ) :
    (ξ - x) * ∑ l ∈ Finset.range (n + 1), (2 * (l : ℝ) + 1) * P l x * Q l ξ =
      1 + ((n : ℝ) + 1) * (P n x * Q (n + 1) ξ - P (n + 1) x * Q n ξ) := by
  induction n with
  | zero =>
    have p0 : P 0 x = 1 := rfl
    have p1 : P 1 x = x := rfl
    simp only [zero_add, Finset.sum_range_one, Nat.cast_zero]
    rw [Q_one hξ, p0, p1]
    ring
  | succ n ih =>
    have pb : ((n : ℝ) + 2) * P (n + 1 + 1) x = _ := P_bonnet n x
    have qb : ((n : ℝ) + 2) * Q (n + 1 + 1) ξ = _ := Q_bonnet hξ n
    rw [Finset.sum_range_succ, mul_add, ih]
    push_cast
    linear_combination Q (n + 1) ξ * pb - P (n + 1) x * qb
```

For |x| ≤ 1, where the series is shown below to converge to 1/(ξ−x), Rₙ is thus the relative error of truncating it after order n.

## The remainder tends to zero for |x| ≤ 1

At x = ±1 the endpoint values give |Pₙ| = 1. For |x| < 1 consider

Eₘ = Pₘ₊₁² + Pₘ² − 2x Pₘ₊₁ Pₘ, E₀ = 1 − x².

Bonnet's recurrence can be written

(m+2)(Pₘ₊₂ − x Pₘ₊₁) = (m+1)(x Pₘ₊₁ − Pₘ),

so (Pₘ₊₂ − x Pₘ₊₁)² ≤ (x Pₘ₊₁ − Pₘ)². Adding (1−x²) Pₘ₊₁² to both sides gives Eₘ₊₁ ≤ Eₘ. Hence

(1−x²) Pₙ² ≤ (Pₙ₊₁ − x Pₙ)² + (1−x²) Pₙ² = Eₙ ≤ 1 − x²,

and |Pₙ| ≤ 1.

```lean
/-- On `[-1,1]` every Legendre polynomial is bounded by one in absolute value. -/
theorem P_abs_le_one {x : ℝ} (hx : |x| ≤ 1) (n : ℕ) : |P n x| ≤ 1 := by
  rcases ((sq_le_one_iff_abs_le_one x).2 hx).eq_or_lt with h | h
  · rw [P_endpoint h, abs_pow]
    exact pow_le_one₀ (abs_nonneg _) hx
  -- a quadratic form in neighbouring polynomials does not grow with the degree
  have key : ∀ m : ℕ, P (m + 1) x ^ 2 + P m x ^ 2 - 2 * x * P (m + 1) x * P m x ≤ 1 - x ^ 2 := by
    intro m
    induction m with
    | zero =>
      change x ^ 2 + 1 ^ 2 - 2 * x * x * 1 ≤ 1 - x ^ 2
      nlinarith
    | succ m ih =>
      have hm : (0 : ℝ) ≤ m := Nat.cast_nonneg m
      have hc : ((m : ℝ) + 2) * (P (m + 1 + 1) x - x * P (m + 1) x)
          = (m + 1) * (x * P (m + 1) x - P m x) := by
        have b : ((m : ℝ) + 2) * P (m + 1 + 1) x = _ := P_bonnet m x
        linear_combination b
      have e : ((m : ℝ) + 2) ^ 2 * (P (m + 1 + 1) x - x * P (m + 1) x) ^ 2
          = (m + 1) ^ 2 * (x * P (m + 1) x - P m x) ^ 2 := by
        rw [← mul_pow, hc, mul_pow]
      have g : ((m : ℝ) + 1) ^ 2 * (x * P (m + 1) x - P m x) ^ 2
          ≤ (m + 2) ^ 2 * (x * P (m + 1) x - P m x) ^ 2 :=
        mul_le_mul_of_nonneg_right (by nlinarith) (sq_nonneg _)
      have hs := le_of_mul_le_mul_left (e.trans_le g) (by positivity)
      nlinarith [hs, ih]
  have h1 : (1 - x ^ 2) * P n x ^ 2 ≤ (1 - x ^ 2) * 1 := by
    nlinarith [key n, sq_nonneg (P (n + 1) x - x * P n x)]
  exact (sq_le_one_iff_abs_le_one _).1 (le_of_mul_le_mul_left h1 (by linarith))
```

It follows that |Qₘ| ≤ 1/(ξ−1) for all m. Suppose |Qₘ| < ξ|Qₘ₊₁| for some m. The recurrence and the triangle inequality give

(m+2)|Qₘ₊₂| ≥ (2m+3) ξ|Qₘ₊₁| − (m+1)|Qₘ| > (m+2) ξ|Qₘ₊₁|.

So |Qₘ₊₂| > ξ|Qₘ₊₁|, and as ξ > 1 the supposed inequality also holds at m+1. Starting from a violation at n, this yields |Qₙ₊ₖ₊₁| ≥ ξᵏ|Qₙ₊₁| with Qₙ₊₁ ≠ 0, which contradicts the uniform bound. Therefore ξ|Qₙ₊₁| ≤ |Qₙ| for every n. The steps are `bound`, `step` and `grow`.

```lean
/-- For `ξ > 1` the magnitude of `Q` falls by at least a factor `ξ` from each order to the next. -/
theorem Q_decay {ξ : ℝ} (hξ : 1 < ξ) (n : ℕ) : ξ * |Q (n + 1) ξ| ≤ |Q n ξ| := by
  have h1 : 0 < ξ - 1 := sub_pos.2 hξ
  have bound : ∀ m, |Q m ξ| ≤ 1 / (ξ - 1) := by
    intro m
    have h : ‖∫ η in (-1 : ℝ)..1, P m η / (ξ - η)‖ ≤ 1 / (ξ - 1) * |(1 : ℝ) - -1| := by
      refine intervalIntegral.norm_integral_le_of_norm_le_const (fun η hη => ?_)
      rw [Set.uIoc_of_le (by norm_num)] at hη
      have hp : 0 < ξ - η := by linarith [hη.2]
      rw [Real.norm_eq_abs, abs_div, abs_of_pos hp]
      exact div_le_div₀ zero_le_one (P_abs_le_one (abs_le.2 ⟨hη.1.le, hη.2⟩) m) h1
        (by linarith [hη.2])
    have e : |(1 : ℝ) - -1| = 2 := by norm_num
    rw [e, Real.norm_eq_abs] at h
    rw [Q, abs_mul, abs_of_pos (show (0 : ℝ) < 1 / 2 by norm_num)]
    linarith
  by_contra hcon
  have h0 := not_le.1 hcon
  have step : ∀ m : ℕ, |Q m ξ| < ξ * |Q (m + 1) ξ| → ξ * |Q (m + 1) ξ| < |Q (m + 2) ξ| := by
    intro m hm
    have t := abs_add_le (((m : ℝ) + 2) * Q (m + 2) ξ) (((m : ℝ) + 1) * Q m ξ)
    have e : ((m : ℝ) + 2) * Q (m + 2) ξ + ((m : ℝ) + 1) * Q m ξ
        = ((2 * (m : ℝ) + 3) * ξ) * Q (m + 1) ξ := by linear_combination Q_bonnet hξ m
    rw [e, abs_mul, abs_mul ((m : ℝ) + 2), abs_mul ((m : ℝ) + 1),
      abs_of_pos (show 0 < (2 * (m : ℝ) + 3) * ξ by positivity),
      abs_of_pos (show 0 < (m : ℝ) + 2 by positivity),
      abs_of_pos (show 0 < (m : ℝ) + 1 by positivity)] at t
    have s := mul_lt_mul_of_pos_left hm (show 0 < (m : ℝ) + 1 by positivity)
    have r : ((m : ℝ) + 2) * (ξ * |Q (m + 1) ξ|) < (m + 2) * |Q (m + 2) ξ| := by linarith
    exact lt_of_mul_lt_mul_left r (by positivity)
  -- one violation would force geometric growth, against the uniform bound
  have grow : ∀ k : ℕ, |Q (n + k) ξ| < ξ * |Q (n + k + 1) ξ| ∧
      ξ ^ k * |Q (n + 1) ξ| ≤ |Q (n + k + 1) ξ| := by
    intro k
    induction k with
    | zero => exact ⟨h0, by simp⟩
    | succ k ih =>
      have s := step (n + k) ih.1
      have a := mul_nonneg h1.le (abs_nonneg (Q (n + k + 1) ξ))
      have b := mul_nonneg h1.le (abs_nonneg (Q (n + k + 2) ξ))
      have c := mul_le_mul_of_nonneg_left ih.2 (show 0 ≤ ξ by linarith)
      constructor
      · change |Q (n + k + 1) ξ| < ξ * |Q (n + k + 2) ξ|
        linarith
      · change ξ ^ (k + 1) * |Q (n + 1) ξ| ≤ |Q (n + k + 2) ξ|
        rw [pow_succ]
        linarith
  have hq : 0 < |Q (n + 1) ξ| := lt_of_le_of_ne (abs_nonneg _) (fun h => by
    rw [← h, mul_zero] at h0
    exact absurd h0 (not_lt_of_ge (abs_nonneg _)))
  obtain ⟨k, hk⟩ := pow_unbounded_of_one_lt (1 / (ξ - 1) / |Q (n + 1) ξ|) hξ
  rw [div_lt_iff₀ hq] at hk
  linarith [(grow k).2, bound (n + k + 1)]
```

Iterating the decay gives |Qₙ| ≤ |Q₀| ξ⁻ⁿ, and with |Pₙ| ≤ 1

|Rₙ| ≤ (n+1)(|Qₙ₊₁| + |Qₙ|) ≤ 2|Q₀| (n+1) ξ⁻ⁿ → 0.

Dividing the partial-sum identity by ξ−x > 0 yields

Σₗ₌₀^∞ (2l+1) Pₗ(x) Qₗ(ξ) = 1/(ξ−x), ξ > 1, |x| ≤ 1.

The Lean theorem states this as convergence of the partial sums at each fixed ξ and x. In its proof `hQ` is the iterated decay, `hb` the bound on Rₙ, and `hS` the divided identity.

```lean
/-- The axial Neumann expansion: for `ξ > 1` and `|x| ≤ 1` the partial sums converge to
`1 / (ξ - x)`. -/
theorem neumann_expansion {ξ x : ℝ} (hξ : 1 < ξ) (hx : |x| ≤ 1) :
    Tendsto (fun n : ℕ => ∑ l ∈ Finset.range n, (2 * (l : ℝ) + 1) * P l x * Q l ξ)
      atTop (𝓝 (1 / (ξ - x))) := by
  have hp : 0 < ξ := by linarith
  have hne : ξ - x ≠ 0 := (sub_pos.2 (lt_of_le_of_lt (abs_le.1 hx).2 hξ)).ne'
  have r0 : 0 ≤ ξ⁻¹ := (inv_pos.2 hp).le
  have r1 : ξ⁻¹ < 1 := inv_lt_one_of_one_lt₀ hξ
  have hQ : ∀ n : ℕ, |Q n ξ| ≤ |Q 0 ξ| * ξ⁻¹ ^ n := by
    intro n
    induction n with
    | zero => simp
    | succ n ih =>
      have d := mul_le_mul_of_nonneg_left ((Q_decay hξ n).trans ih) r0
      rw [← mul_assoc, inv_mul_cancel₀ hp.ne', one_mul] at d
      rw [pow_succ]
      linarith
  have lim := ((tendsto_self_mul_const_pow_of_lt_one r0 r1).add
    (tendsto_pow_atTop_nhds_zero_of_lt_one r0 r1)).const_mul (2 * |Q 0 ξ|)
  rw [add_zero, mul_zero] at lim
  -- the remainder is at most a constant times (n + 1) / ξ ^ n
  have hb : ∀ n : ℕ, ‖((n : ℝ) + 1) * (P n x * Q (n + 1) ξ - P (n + 1) x * Q n ξ)‖
      ≤ 2 * |Q 0 ξ| * ((n : ℝ) * ξ⁻¹ ^ n + ξ⁻¹ ^ n) := by
    intro n
    have t := norm_sub_le (P n x * Q (n + 1) ξ) (P (n + 1) x * Q n ξ)
    simp only [Real.norm_eq_abs, abs_mul] at t
    have a1 := mul_le_of_le_one_left (abs_nonneg (Q (n + 1) ξ)) (P_abs_le_one hx n)
    have a2 := mul_le_of_le_one_left (abs_nonneg (Q n ξ)) (P_abs_le_one hx (n + 1))
    have a3 := mul_nonneg (sub_pos.2 hξ).le (abs_nonneg (Q (n + 1) ξ))
    rw [Real.norm_eq_abs, abs_mul, abs_of_pos (show 0 < (n : ℝ) + 1 by positivity)]
    calc ((n : ℝ) + 1) * |P n x * Q (n + 1) ξ - P (n + 1) x * Q n ξ|
        ≤ ((n : ℝ) + 1) * (2 * (|Q 0 ξ| * ξ⁻¹ ^ n)) :=
          mul_le_mul_of_nonneg_left (by linarith [Q_decay hξ n, hQ n]) (by positivity)
      _ = _ := by ring
  have hS : ∀ n : ℕ, (1 + ((n : ℝ) + 1) * (P n x * Q (n + 1) ξ - P (n + 1) x * Q n ξ)) / (ξ - x)
      = ∑ l ∈ Finset.range (n + 1), (2 * (l : ℝ) + 1) * P l x * Q l ξ := by
    intro n
    rw [div_eq_iff hne, ← neumann_partial_sum hξ x n, mul_comm]
  have fin := ((squeeze_zero_norm hb lim).const_add 1).div_const (ξ - x)
  rw [add_zero] at fin
  exact (tendsto_add_atTop_iff_nat 1).1 (fin.congr hS)

end

end AxialNeumannExpansion
```

```lean
#print axioms AxialNeumannExpansion.Q_zero
-- 'AxialNeumannExpansion.Q_zero' depends on axioms: [propext, Classical.choice, Quot.sound]
#print axioms AxialNeumannExpansion.neumann_expansion
-- 'AxialNeumannExpansion.neumann_expansion' depends on axioms: [propext, Classical.choice, Quot.sound]
```
